# The Kato–Temple inequality for finite Hermitian matrices: energy errors quadratic in the residual

Let a Hermitian $H$ have orthonormal eigenvectors $e$ and $f$ with levels $L<b$, and take the trial vector $v=c\,e+s\,f$ with real coefficients $c$ and $s$, where $c\neq0$ and $c^2+s^2=1$. Its energy $t=\langle v,Hv\rangle$ satisfies $t-L=s^2(b-L)$ and $b-t=c^2(b-L)$, and its residual $r=\lVert Hv-tv\rVert$ satisfies $r^2=c^2s^2(b-L)^2$, so the energy error is exactly $t-L=r^2/(b-t)$.

```lean
import Mathlib

namespace KatoTemple

variable {E : Type*} [NormedAddCommGroup E] [InnerProductSpace ℂ E]

/-- The energy of a trial vector `v`: the real part of `⟨v, H v⟩`. -/
noncomputable def energy (H : E →ₗ[ℂ] E) (v : E) : ℝ := (inner ℂ v (H v)).re

/-- The residual norm `‖H v - t v‖`, where `t` is the energy of `v`. -/
noncomputable def residual (H : E →ₗ[ℂ] E) (v : E) : ℝ :=
  ‖H v - (energy H v : ℂ) • v‖

/-- For a unit vector, the squared residual and the energy determine the real part of the
overlap of `(H - p) v` with `(H - q) v`, for all real shifts `p` and `q`. -/
theorem residual_sq_add (H : E →ₗ[ℂ] E) {v : E} (hv : ‖v‖ = 1) (p q : ℝ) :
    residual H v ^ 2 + (energy H v - p) * (energy H v - q) =
      (inner ℂ (H v - (p : ℂ) • v) (H v - (q : ℂ) • v)).re := by
  have hvv : inner ℂ v v = (1 : ℂ) := by
    rw [inner_self_eq_norm_sq_to_K, hv]; simp
  have he : (inner ℂ v (H v)).re = energy H v := rfl
  have hc : (inner ℂ (H v) v).re = energy H v := by
    rw [← inner_conj_symm, Complex.conj_re, he]
  have hr : ∀ x : E, ‖x‖ ^ 2 = (inner ℂ x x).re :=
    fun x => (inner_self_eq_norm_sq (𝕜 := ℂ) x).symm
  rw [residual, hr]
  simp only [inner_sub_left, inner_sub_right, inner_smul_left, inner_smul_right, hvv,
    Complex.conj_ofReal, Complex.sub_re, Complex.re_ofReal_mul, mul_one,
    Complex.ofReal_re, hc, he]
  ring

/-- In finite dimension, if `(μ - p) (μ - q)` is nonnegative at every eigenvalue `μ` of a Hermitian
`H`, then `r² + (t - p) (t - q)` is nonnegative for a unit vector with energy `t` and residual `r`.
-/
theorem spectral_bound [FiniteDimensional ℂ E] {H : E →ₗ[ℂ] E} (hH : H.IsSymmetric)
    {v : E} (hv : ‖v‖ = 1) {p q : ℝ}
    (hpq : ∀ μ : ℝ, Module.End.HasEigenvalue H (μ : ℂ) → 0 ≤ (μ - p) * (μ - q)) :
    0 ≤ residual H v ^ 2 + (energy H v - p) * (energy H v - q) := by
  obtain ⟨n, B, μ, hB⟩ : ∃ (n : ℕ) (B : OrthonormalBasis (Fin n) ℂ E) (μ : Fin n → ℝ),
      ∀ i, H (B i) = (μ i : ℂ) • B i :=
    ⟨_, hH.eigenvectorBasis rfl, hH.eigenvalues rfl,
      fun i => hH.apply_eigenvectorBasis rfl i⟩
  -- a shifted operator multiplies each eigenbasis coefficient by the shifted eigenvalue
  have hcoef : ∀ (i : Fin n) (s : ℝ), inner ℂ (B i) (H v - (s : ℂ) • v) =
      ((μ i - s : ℝ) : ℂ) * inner ℂ (B i) v := by
    intro i s
    rw [inner_sub_right, inner_smul_right, ← hH (B i) v, hB, inner_smul_left,
      Complex.conj_ofReal]
    push_cast
    ring
  have hz : ∀ (x y : ℝ) (z : ℂ),
      (starRingEnd ℂ ((x : ℂ) * z) * ((y : ℂ) * z)).re = x * y * Complex.normSq z := by
    intro x y z
    simp only [map_mul, Complex.conj_ofReal, Complex.mul_re, Complex.mul_im,
      Complex.conj_re, Complex.conj_im, Complex.ofReal_re, Complex.ofReal_im,
      Complex.normSq_apply]
    ring
  rw [residual_sq_add H hv, ← B.sum_inner_mul_inner, Complex.re_sum]
  refine Finset.sum_nonneg fun i _ => ?_
  rw [← inner_conj_symm (H v - (p : ℂ) • v) (B i), hcoef, hcoef, hz]
  exact mul_nonneg (hpq _ (Module.End.hasEigenvalue_of_hasEigenvector
    ⟨Module.End.mem_eigenspace_iff.mpr (hB i), B.orthonormal.ne_zero i⟩))
    (Complex.normSq_nonneg _)

/-- In finite dimension, a Hermitian `H` has an eigenvalue in the window `(a, b)`, `a < b`, as soon
as some unit vector with energy `t` and residual `r` satisfies `r² < (t - a) (b - t)`. -/
theorem exists_eigenvalue [FiniteDimensional ℂ E] {H : E →ₗ[ℂ] E} (hH : H.IsSymmetric)
    {v : E} (hv : ‖v‖ = 1) {a b : ℝ} (hab : a < b)
    (hr : residual H v ^ 2 < (energy H v - a) * (b - energy H v)) :
    ∃ μ : ℝ, Module.End.HasEigenvalue H (μ : ℂ) ∧ a < μ ∧ μ < b := by
  by_contra hno
  have h := spectral_bound hH hv (p := a) (q := b) (fun μ hμ => by
    rcases le_or_gt μ a with h1 | h1
    · exact mul_nonneg_of_nonpos_of_nonpos (by linarith) (by linarith)
    · have h2 : b ≤ μ := le_of_not_gt fun h2 => hno ⟨μ, hμ, h1, h2⟩
      exact mul_nonneg (by linarith) (by linarith))
  nlinarith [h]

/-- Kato-Temple inequality in finite dimension: let `H` be Hermitian and `v` a unit vector with
energy `t` in `(a, b)` and residual `r`. If `L` lies in `(a, b)` and `H` has no other eigenvalue
there, then `t - r² / (b - t) ≤ L ≤ t + r² / (t - a)`. -/
theorem kato_temple [FiniteDimensional ℂ E] {H : E →ₗ[ℂ] E} (hH : H.IsSymmetric)
    {v : E} (hv : ‖v‖ = 1) {a b L : ℝ} (hat : a < energy H v) (htb : energy H v < b)
    (haL : a < L) (hLb : L < b)
    (honly : ∀ μ : ℝ, Module.End.HasEigenvalue H (μ : ℂ) → a < μ → μ < b → μ = L) :
    energy H v - residual H v ^ 2 / (b - energy H v) ≤ L ∧
      L ≤ energy H v + residual H v ^ 2 / (energy H v - a) := by
  constructor
  · -- no eigenvalue lies strictly between L and b
    have h := spectral_bound hH hv (p := L) (q := b) (fun μ hμ => by
      rcases le_or_gt μ L with h1 | h1
      · exact mul_nonneg_of_nonpos_of_nonpos (by linarith) (by linarith)
      · have h2 : b ≤ μ := le_of_not_gt fun h2 =>
          h1.ne' (honly μ hμ (haL.trans h1) h2)
        exact mul_nonneg (by linarith) (by linarith))
    rw [sub_le_comm, le_div_iff₀ (by linarith)]
    nlinarith [h]
  · -- no eigenvalue lies strictly between a and L
    have h := spectral_bound hH hv (p := a) (q := L) (fun μ hμ => by
      rcases le_or_gt L μ with h1 | h1
      · exact mul_nonneg (by linarith) (by linarith)
      · have h2 : μ ≤ a := le_of_not_gt fun h2 =>
          h1.ne (honly μ hμ h2 (h1.trans hLb))
        exact mul_nonneg_of_nonpos_of_nonpos (by linarith) (by linarith))
    rw [← sub_le_iff_le_add', le_div_iff₀ (by linarith)]
    nlinarith [h]

/-- Quadratic error estimate in finite dimension: for Hermitian `H` and a unit vector with energy
`t` and residual `r`, if `L` is closer to `t` than `d` and every other eigenvalue is at least `d`
away from `t`, then `|t - L| ≤ r² / d`. -/
theorem quadratic_error [FiniteDimensional ℂ E] {H : E →ₗ[ℂ] E} (hH : H.IsSymmetric)
    {v : E} (hv : ‖v‖ = 1) {L d : ℝ} (hL : |L - energy H v| < d)
    (hgap : ∀ μ : ℝ, Module.End.HasEigenvalue H (μ : ℂ) → μ ≠ L → d ≤ |μ - energy H v|) :
    |energy H v - L| ≤ residual H v ^ 2 / d := by
  have hd : 0 < d := (abs_nonneg _).trans_lt hL
  obtain ⟨h1, h2⟩ := abs_lt.mp hL
  have h := kato_temple hH hv (a := energy H v - d) (b := energy H v + d) (L := L)
    (by linarith) (by linarith) (by linarith) (by linarith) (fun μ hμ h3 h4 => by
      by_contra hne
      exact not_lt_of_ge (hgap μ hμ hne) (abs_lt.mpr ⟨by linarith, by linarith⟩))
  rw [add_sub_cancel_left, sub_sub_cancel] at h
  exact abs_le.mpr ⟨by linarith [h.2], by linarith [h.1]⟩

/-- Temple's bound with the variational principle, in finite dimension: let no eigenvalue of a
Hermitian `H` lie below `L`, and let all eigenvalues other than `L` be at least `b`. A unit vector
with energy `t < b` and residual `r` then gives `t - r² / (b - t) ≤ L ≤ t`. -/
theorem temple_ground [FiniteDimensional ℂ E] {H : E →ₗ[ℂ] E} (hH : H.IsSymmetric)
    {v : E} (hv : ‖v‖ = 1) {b L : ℝ} (htb : energy H v < b)
    (hlow : ∀ μ : ℝ, Module.End.HasEigenvalue H (μ : ℂ) → L ≤ μ)
    (hnext : ∀ μ : ℝ, Module.End.HasEigenvalue H (μ : ℂ) → μ ≠ L → b ≤ μ) :
    energy H v - residual H v ^ 2 / (b - energy H v) ≤ L ∧ L ≤ energy H v := by
  constructor
  · have h := spectral_bound hH hv (p := L) (q := b) (fun μ hμ => by
      by_cases h1 : μ = L
      · simp [h1]
      · exact mul_nonneg (by linarith [hlow μ hμ]) (by linarith [hnext μ hμ h1]))
    rw [sub_le_comm, le_div_iff₀ (by linarith)]
    nlinarith [h]
  · -- otherwise a sufficiently low second shift violates the spectral bound
    by_contra hlt
    have hpos : 0 < L - energy H v := by linarith [lt_of_not_ge hlt]
    have hx : 0 < (residual H v ^ 2 + 1) / (L - energy H v) := by positivity
    have hm : (residual H v ^ 2 + 1) / (L - energy H v) * (L - energy H v) =
        residual H v ^ 2 + 1 := div_mul_cancel₀ _ hpos.ne'
    have h := spectral_bound hH hv (p := L)
      (q := energy H v - (residual H v ^ 2 + 1) / (L - energy H v)) (fun μ hμ =>
        mul_nonneg (by linarith [hlow μ hμ]) (by linarith [hlow μ hμ]))
    rw [sub_sub_cancel] at h
    nlinarith [h, hm]

/-- Sharpness: for a normalised real superposition of two orthonormal eigenvectors with
levels `L < b` and nonzero weight on `L`, the energy `t` is below `b` and the lower bound
`t - r² / (b - t)` equals `L`. -/
theorem two_level_sharp {H : E →ₗ[ℂ] E} {e f v : E} {L b c s : ℝ}
    (he : H e = (L : ℂ) • e) (hf : H f = (b : ℂ) • f) (hne : ‖e‖ = 1) (hnf : ‖f‖ = 1)
    (hef : inner ℂ e f = (0 : ℂ)) (hLb : L < b) (hc : c ≠ 0) (hcs : c ^ 2 + s ^ 2 = 1)
    (hdef : v = (c : ℂ) • e + (s : ℂ) • f) :
    energy H v < b ∧ energy H v - residual H v ^ 2 / (b - energy H v) = L := by
  have hee : inner ℂ e e = (1 : ℂ) := by rw [inner_self_eq_norm_sq_to_K, hne]; simp
  have hff : inner ℂ f f = (1 : ℂ) := by rw [inner_self_eq_norm_sq_to_K, hnf]; simp
  have hfe : inner ℂ f e = (0 : ℂ) := inner_eq_zero_symm.mp hef
  have hHv : H v = ((c : ℂ) * L) • e + ((s : ℂ) * b) • f := by
    rw [hdef]
    simp only [map_add, map_smul, he, hf, smul_smul]
  have ht : energy H v = c ^ 2 * L + s ^ 2 * b := by
    rw [energy, hHv, hdef]
    simp only [inner_add_left, inner_add_right, inner_smul_left, inner_smul_right, hee,
      hff, hef, hfe, Complex.conj_ofReal, Complex.add_re, Complex.mul_re, Complex.mul_im,
      Complex.ofReal_re, Complex.ofReal_im, mul_zero, mul_one, add_zero, zero_add]
    ring
  have hsq : ‖v‖ ^ 2 = 1 := by
    have h : ‖v‖ ^ 2 = (inner ℂ v v).re := (inner_self_eq_norm_sq (𝕜 := ℂ) v).symm
    rw [h, hdef, ← hcs]
    simp only [inner_add_left, inner_add_right, inner_smul_left, inner_smul_right, hee,
      hff, hef, hfe, Complex.conj_ofReal, Complex.add_re, Complex.mul_re,
      Complex.ofReal_re, Complex.ofReal_im, mul_zero, mul_one, add_zero, zero_add]
    ring
  have hv : ‖v‖ = 1 := by nlinarith [norm_nonneg v]
  -- the two shifts each remove one component, leaving orthogonal vectors
  have h1 : H v - (L : ℂ) • v = ((s : ℂ) * (b - L)) • f := by rw [hHv, hdef]; module
  have h2 : H v - (b : ℂ) • v = ((c : ℂ) * (L - b)) • e := by rw [hHv, hdef]; module
  have key := residual_sq_add H hv L b
  rw [h1, h2, inner_smul_left, inner_smul_right, hfe, mul_zero, mul_zero,
    Complex.zero_re] at key
  have hpos : 0 < c ^ 2 * (b - L) := mul_pos (by positivity) (sub_pos.mpr hLb)
  have htb : energy H v < b := by
    have hs : s ^ 2 = 1 - c ^ 2 := by linarith
    rw [ht, hs]
    nlinarith [hpos]
  have hr : residual H v ^ 2 = (energy H v - L) * (b - energy H v) := by
    linear_combination key
  refine ⟨htb, ?_⟩
  rw [hr, mul_div_cancel_right₀ _ (sub_pos.mpr htb).ne']
  ring

end KatoTemple
```

```lean
#print axioms KatoTemple.kato_temple
#print axioms KatoTemple.quadratic_error
#print axioms KatoTemple.temple_ground
#print axioms KatoTemple.two_level_sharp
```

```
'KatoTemple.kato_temple' depends on axioms: [propext, Classical.choice, Quot.sound]
'KatoTemple.quadratic_error' depends on axioms: [propext, Classical.choice, Quot.sound]
'KatoTemple.temple_ground' depends on axioms: [propext, Classical.choice, Quot.sound]
'KatoTemple.two_level_sharp' depends on axioms: [propext, Classical.choice, Quot.sound]
```

## From two levels to many

With more levels the equality becomes a pair of bounds. In `kato_temple`, $v$ is a unit vector whose energy $t$ lies in a window $(a,b)$, and $L$ is a number in the same window such that $H$ has no eigenvalue there other than $L$. Then

$$t-\frac{r^2}{b-t}\;\le\;L\;\le\;t+\frac{r^2}{t-a}.$$

The condition `honly` restricts the values of the eigenvalues and not the dimensions of their eigenspaces, so $L$ may have any multiplicity. Nor does the theorem assume that $L$ is an eigenvalue, although that is the case of interest.

The other results use the same two numbers, $t$ and $r$:

- `exists_eigenvalue` finds an eigenvalue in $(a,b)$ whenever $r^2<(t-a)(b-t)$. The inequality has to be strict: if $e$ and $f$ span the whole space, the window $(L,b)$ gives equality and contains no eigenvalue.
- `quadratic_error` uses a single distance $d$. If $|L-t|<d$ and every other eigenvalue is at least $d$ from $t$, then $|t-L|\le r^2/d$.
- `temple_ground` treats the lowest level. If no eigenvalue lies below $L$, all others are at least $b$, and $t<b$, then $t-r^2/(b-t)\le L\le t$.
- `two_level_sharp` is the opening example. It shows that the lower bound can be attained.

In the limit $r=0$, the vector $v$ is an exact eigenvector and both Kato–Temple bounds reduce to $L=t$. This always happens in a one-dimensional space.

## Residuals of an excitation-energy solver

An iterative eigensolver for a finite Hermitian excitation matrix, such as the one in the Tamm–Dancoff approximation, produces approximate eigenvectors whose energies and residuals are cheap to evaluate. For a residual of 0.01 eV and other levels at least 0.5 eV from $t$, `quadratic_error` limits the energy error to 0.0002 eV, provided that $L$ itself is within 0.5 eV of $t$. The error meant here is the distance to an eigenvalue of that matrix; errors of the basis set or of the physical approximation are a separate matter.

The spectral gap is an input. The residual of one vector doesn't reveal whether the solver has missed a neighbouring level, and without any condition on the other levels the bounds can fail: $v$ could be an exact eigenvector of a missed level, with $r=0$ and $t\neq L$. Exact degeneracy is harmless, but two slightly split levels inside the window violate `honly`. If $t$ is close to both, shrinking the window to separate them makes a denominator small and can leave the corresponding bound weak.

In the code, `E` is a complex inner product space, and `H.IsSymmetric` says that $\langle Hx,y\rangle=\langle x,Hy\rangle$. The inner product is conjugate-linear in its first argument. `energy` is the real part of $\langle v,Hv\rangle$, which for symmetric $H$ is the whole value, and `hv` fixes the normalisation. Eigenvalues enter as real numbers `μ` cast to `ℂ`; a symmetric operator has no others.

The assumption `FiniteDimensional ℂ E` makes this the matrix form of Kato–Temple. An unbounded Hamiltonian with continuous spectrum would need the general spectral theorem where an eigenbasis is used below. The bounds apply to a non-Hermitian response matrix, or to a generalised problem with an overlap matrix, only after it has been rewritten as a Hermitian problem, where that is possible. Rounding errors in $t$ and $r$ are not modelled.

## One identity and a choice of shifts

For real shifts $p$ and $q$ and a unit vector $v$,

$$\mathrm{Re}\langle (H-p)v,(H-q)v\rangle=\lVert Hv\rVert^2-(p+q)t+pq .$$

Expanding the residual gives $r^2=\lVert Hv\rVert^2-2t^2+t^2=\lVert Hv\rVert^2-t^2$. Eliminating $\lVert Hv\rVert^2$ yields

$$r^2+(t-p)(t-q)=\mathrm{Re}\langle (H-p)v,(H-q)v\rangle .$$

This is `residual_sq_add`. Its proof expands the inner products with `simp only` and compares the two sides with `ring`. Only the rules of the inner product and the normalisation of $v$ are used, so the lemma needs neither symmetry of $H$ nor finite dimension.

Now let $B_i$ be an orthonormal eigenbasis with eigenvalues $\mu_i$. Since $H$ is symmetric, $\langle B_i,(H-p)v\rangle=(\mu_i-p)\langle B_i,v\rangle$, and likewise for the shift $q$. Therefore

$$r^2+(t-p)(t-q)=\sum_i(\mu_i-p)(\mu_i-q)\,|\langle B_i,v\rangle|^2 .$$

If no eigenvalue lies strictly between $p$ and $q$, every term is nonnegative. In `spectral_bound`, `hcoef` is the coefficient formula, `hz` turns each product of coefficients into a real factor times a squared modulus, and `Finset.sum_nonneg` concludes that the sum is nonnegative.

For the lower bound, take $p=L$ and $q=b$. No eigenvalue lies strictly between them, so

$$0\le r^2+(t-L)(t-b),\qquad\text{that is,}\qquad (t-L)(b-t)\le r^2 .$$

Division by $b-t>0$ gives $t-L\le r^2/(b-t)$. For the upper bound, take $p=a$ and $q=L$. Then $(L-t)(t-a)\le r^2$, and division by $t-a>0$ gives $L-t\le r^2/(t-a)$. In `kato_temple`, each `rcases` places an eigenvalue on one side of the gap or the other, `le_div_iff₀` clears the denominator, and `nlinarith` completes the algebra.

For existence, suppose that $(a,b)$ contains no eigenvalue. The shifts $p=a$ and $q=b$ then give $(t-a)(b-t)\le r^2$, which contradicts the hypothesis of `exists_eigenvalue`. The estimate with a single distance is `kato_temple` applied to $a=t-d$ and $b=t+d$, where both denominators equal $d$.

For the lowest level, the lower bound again uses the shifts $L$ and $b$. The variational bound follows by hand from

$$t-L=\sum_i(\mu_i-L)|\langle B_i,v\rangle|^2\ge0 .$$

The Lean proof obtains it from `spectral_bound` by contradiction. Suppose $t<L$, and set $x=(r^2+1)/(L-t)$, $p=L$ and $q=t-x$. Both shifts are at or below every eigenvalue, so the spectral bound applies. But

$$r^2+(t-L)x=r^2-(r^2+1)=-1,$$

which is negative.

In the two-level example, each shift removes one component:

$$(H-L)v=s(b-L)f,\qquad (H-b)v=c(L-b)e .$$

These vectors are orthogonal, so the identity gives $r^2=(t-L)(b-t)$. In `two_level_sharp` they appear as `h1` and `h2`, and `key` is the identity for these shifts. Since $c\neq0$, the distance $b-t=c^2(b-L)$ is positive, and dividing by it gives $t-r^2/(b-t)=L$.
